# Factorising an idempotent density matrix into as many columns as its trace gives orthonormal orbitals

Let \(P\) be a real or complex \(n\times n\) matrix with \(P^2=P\) and \(\operatorname{tr}P=k\). If \(P=LL^\dagger\) for some \(n\times k\) matrix \(L\), where \(L^\dagger\) is the conjugate transpose, then

\[
L^\dagger L=1 ,
\]

so the columns of \(L\) are orthonormal.

The physical problem is to obtain occupied orbitals from a one-particle density matrix without diagonalising it. A pivoted Cholesky decomposition supplies a factor \(L\), and its columns, the Cholesky orbitals, reproduce the density. No step of that algorithm orthogonalises the columns explicitly, so one may ask whether they need a separate orthonormalisation. For a single Slater determinant in a finite orthonormal basis, as in Hartree–Fock or Kohn–Sham calculations with integer occupations, they don't.

## Density matrix, orbitals and overlap

Column \(j\) of \(L\) holds the expansion coefficients of orbital \(j\), and the overlap matrix of the orbitals is \(G=L^\dagger L\), of size \(k\times k\). Idempotency of \(P\) says that every natural occupation number is 0 or 1, which is the single-determinant condition. The trace is the number of electrons, counted in spin orbitals or within one spin channel. A closed-shell density matrix with occupations of 2 must first be halved.

```lean
import Mathlib

open Matrix
open scoped ComplexOrder

namespace CholeskyOrbitalsTrace

variable {𝕜 n k : Type*} [RCLike 𝕜] [Fintype n] [Fintype k] [DecidableEq k]
```

The field `𝕜` is \(\mathbb R\) or \(\mathbb C\). In the general theorems `n` and `k` are finite index types, for basis functions and orbitals respectively, and the number written \(k\) in the formulas is `Fintype.card k`. Lean writes \(L^\dagger\) as `Lᴴ`.

The basis is orthonormal throughout. Atomic orbitals usually have an overlap matrix \(S\ne1\), and the step from the model to that setting is the substitution \(P\to S^{1/2}PS^{1/2}\), \(L\to S^{1/2}L\). The hypotheses then read \(PSP=P\) and \(\operatorname{tr}(PS)=k\), and the conclusion reads \(L^\dagger SL=1\). This substitution is an argument of the text and has no Lean proof here.

## A single number that measures non-orthonormality

Define the orthonormality defect as the squared Frobenius norm of \(G-1\):

\[
D(L)=\operatorname{tr}\big[(G-1)^\dagger(G-1)\big]=\sum_{i,j}|G_{ij}-\delta_{ij}|^2 .
\]

Diagonal terms record errors of normalisation, and off-diagonal terms record overlaps between different orbitals.

```lean
/-- The orthonormality defect of the orbitals in the columns of `L`: the squared Frobenius norm
of the difference between their overlap matrix `Lᴴ L` and the identity. -/
def orthoDefect (L : Matrix n k 𝕜) : 𝕜 :=
  trace ((Lᴴ * L - 1)ᴴ * (Lᴴ * L - 1))
```

The value of `orthoDefect` has type `𝕜`, so over the complex numbers it is a complex number, although the sum above shows that it is real and non-negative.

A sum of squared moduli vanishes only if each term does. Hence

\[
D(L)=0\iff G_{ij}=\delta_{ij}\ \text{for all } i,j\iff L^\dagger L=1 .
\]

```lean
/-- The orthonormality defect vanishes exactly when the orbitals are orthonormal. -/
theorem orthoDefect_eq_zero_iff (L : Matrix n k 𝕜) :
    orthoDefect L = 0 ↔ Lᴴ * L = 1 := by
  unfold orthoDefect
  rw [Matrix.trace_conjTranspose_mul_self_eq_zero_iff, sub_eq_zero]
```

The Mathlib lemma used here says that \(\operatorname{tr}(A^\dagger A)=0\) exactly when \(A=0\). With \(A=G-1\), `sub_eq_zero` turns \(G-1=0\) into \(G=1\).

## The defect from two traces of the density matrix

The overlap matrix is Hermitian, because \((L^\dagger L)^\dagger=L^\dagger L\). Therefore

\[
D(L)=\operatorname{tr}(G-1)^2=\operatorname{tr}G^2-2\operatorname{tr}G+k ,
\]

where the last term is the trace of the \(k\times k\) identity. Cyclicity of the trace moves both remaining terms from orbital space to basis-function space:

\[
\operatorname{tr}G=\operatorname{tr}(L^\dagger L)=\operatorname{tr}(LL^\dagger)=\operatorname{tr}P,
\]

\[
\operatorname{tr}G^2=\operatorname{tr}(L^\dagger L\,L^\dagger L)=\operatorname{tr}(LL^\dagger\,LL^\dagger)=\operatorname{tr}P^2 .
\]

The result is

\[
D(L)=\operatorname{tr}P^2-2\operatorname{tr}P+k .
\]

```lean
/-- For any density matrix `P = L Lᴴ` built from `k` orbitals, the orthonormality defect of the
orbitals is `tr P² - 2 tr P + k`. -/
theorem orthoDefect_eq_trace (P : Matrix n n 𝕜) (L : Matrix n k 𝕜) (hP : P = L * Lᴴ) :
    orthoDefect L = trace (P * P) - 2 * trace P + (Fintype.card k : 𝕜) := by
  subst hP
  -- the overlap matrix is Hermitian
  have hG : (Lᴴ * L - 1)ᴴ = Lᴴ * L - 1 := by
    rw [conjTranspose_sub, conjTranspose_mul, conjTranspose_conjTranspose, conjTranspose_one]
  have hsq : (Lᴴ * L - 1) * (Lᴴ * L - 1)
      = (Lᴴ * L) * (Lᴴ * L) - Lᴴ * L - Lᴴ * L + 1 := by
    noncomm_ring
  -- cyclicity turns traces of the overlap matrix into traces of the density matrix
  have h1 : trace (Lᴴ * L) = trace (L * Lᴴ) := Matrix.trace_mul_comm _ _
  have h2 : trace ((Lᴴ * L) * (Lᴴ * L)) = trace ((L * Lᴴ) * (L * Lᴴ)) := by
    rw [Matrix.mul_assoc Lᴴ L (Lᴴ * L), Matrix.trace_mul_comm Lᴴ (L * (Lᴴ * L))]
    simp only [Matrix.mul_assoc]
  unfold orthoDefect
  rw [hG, hsq, trace_add, trace_sub, trace_sub, h1, h2, trace_one]
  ring
```

The hypothesis `hP` is the factorisation, and it is the only one: \(P\) need not be idempotent, and \(L\) need not be triangular or have independent columns. Since \(LL^\dagger\) is always Hermitian, no symmetry condition on \(P\) is required either.

In the proof, `hG` is the Hermiticity of \(G-1\) and `hsq` is the expanded square, which `noncomm_ring` verifies without commuting any matrices. The two uses of cyclicity are `h1` and `h2`. After these substitutions only numbers remain, and `ring` collects them.

If a decomposition is stopped early at a threshold, \(LL^\dagger\) differs from the original density matrix. The identity then holds for the rebuilt matrix \(LL^\dagger\), whose traces are the ones to insert.

## Orthonormality is equivalent to two trace conditions

Suppose first that \(L^\dagger L=1\). Then \(\operatorname{tr}P=\operatorname{tr}(L^\dagger L)=k\), and

\[
P^2=L(L^\dagger L)L^\dagger=LL^\dagger=P ,
\]

so \(\operatorname{tr}P^2=k\) as well. Conversely, if both traces equal \(k\), then

\[
D(L)=k-2k+k=0 ,
\]

and a vanishing defect means \(L^\dagger L=1\).

```lean
/-- The `k` orbitals of a density matrix `P = L Lᴴ` are orthonormal if and only if `P` and `P²`
both have trace `k`. -/
theorem orthonormal_iff_traces (P : Matrix n n 𝕜) (L : Matrix n k 𝕜) (hP : P = L * Lᴴ) :
    Lᴴ * L = 1 ↔
      trace P = (Fintype.card k : 𝕜) ∧ trace (P * P) = (Fintype.card k : 𝕜) := by
  constructor
  · intro h
    have h1 : trace P = (Fintype.card k : 𝕜) := by
      rw [hP, Matrix.trace_mul_comm, h, trace_one]
    -- orthonormal orbitals make the density matrix idempotent
    have h2 : P * P = P := by
      calc P * P = L * (Lᴴ * L) * Lᴴ := by rw [hP]; simp only [Matrix.mul_assoc]
        _ = P := by rw [h, Matrix.mul_one, hP]
    exact ⟨h1, by rw [h2, h1]⟩
  · rintro ⟨h1, h2⟩
    rw [← orthoDefect_eq_zero_iff, orthoDefect_eq_trace P L hP, h1, h2]
    ring
```

The two bullets of the proof are these two directions. The `calc` block is the displayed computation of \(P^2\), and the second bullet rewrites the goal as a vanishing defect before inserting the traces.

## Idempotency and the right trace suffice

For an idempotent \(P\) with \(\operatorname{tr}P=k\), the second trace condition follows from the first:

\[
\operatorname{tr}P^2=\operatorname{tr}P=k .
\]

Both conditions of the equivalence hold, so \(L^\dagger L=1\).

```lean
/-- If an idempotent density matrix of trace `k` is factorised as `P = L Lᴴ` with `k` columns,
real or complex, then the columns of `L` are orthonormal. -/
theorem cholesky_orthonormal (P : Matrix n n 𝕜) (L : Matrix n k 𝕜) (hP : P = L * Lᴴ)
    (hidem : P * P = P) (htr : trace P = (Fintype.card k : 𝕜)) :
    Lᴴ * L = 1 :=
  (orthonormal_iff_traces P L hP).2 ⟨htr, by rw [hidem, htr]⟩
```

In words: given the factorisation `hP`, idempotency `hidem`, and a trace equal to the number of columns `htr`, the overlap matrix of the columns is the identity. The existence of \(L\) is assumed, and no algorithm is modelled. The theorem therefore applies to any factor with \(k\) columns, triangular or not. In exact arithmetic a pivoted Cholesky decomposition supplies one: each step with a non-zero pivot lowers the rank of the remainder by one, so the remainder vanishes after as many columns as the rank of \(P\), and the rank of an idempotent matrix equals its trace. This count is an argument of the text and isn't proved in Lean here.

For real orbitals the conjugate transpose is the ordinary transpose, and the statement becomes

\[
P=LL^{T},\quad P^2=P,\quad \operatorname{tr}P=k\quad\Longrightarrow\quad L^{T}L=1 .
\]

```lean
/-- Real orbitals: if a real idempotent `n` by `n` density matrix has trace `k` and equals `L Lᵀ`
for a real `n` by `k` matrix `L`, then `Lᵀ L = 1`. -/
theorem cholesky_orthonormal_real {n k : ℕ} (P : Matrix (Fin n) (Fin n) ℝ)
    (L : Matrix (Fin n) (Fin k) ℝ) (hP : P = L * Lᵀ) (hidem : P * P = P)
    (htr : trace P = (k : ℝ)) :
    Lᵀ * L = 1 := by
  have hL : Lᴴ = Lᵀ := conjTranspose_eq_transpose_of_trivial L
  have h := cholesky_orthonormal P L (by rw [hL]; exact hP) hidem
    (by rw [Fintype.card_fin]; exact htr)
  rwa [hL] at h
```

Here `n` and `k` are natural numbers, and `Fin n` and `Fin k` are the index sets. The proof replaces `Lᴴ` by `Lᵀ` and applies the general theorem.

## One orbital, and none

For \(k=1\) the factor is a single column \(v\), and \(P=vv^\dagger\) has trace \(\|v\|^2\). The defect formula reduces to

\[
D=\|v\|^4-2\|v\|^2+1=(\|v\|^2-1)^2 .
\]

The trace condition alone now fixes the normalisation, and there is no second orbital to be orthogonal to. Idempotency alone would give \(\|v\|^4=\|v\|^2\), which leaves \(v=0\) as the only alternative to a normalised orbital. For \(k=0\) there are no columns, \(P=0\), and \(L^\dagger L=1\) is an identity between empty matrices.

## Surplus columns

Now let \(P\) be idempotent while the number of columns \(k\) is left free. Replacing \(\operatorname{tr}P^2\) by \(\operatorname{tr}P\) in the defect formula gives

\[
D(L)=\operatorname{tr}P-2\operatorname{tr}P+k=k-\operatorname{tr}P .
\]

```lean
/-- If an idempotent density matrix is factorised as `P = L Lᴴ` with `k` columns, the
orthonormality defect of the columns is `k - tr P`. -/
theorem orthoDefect_of_idempotent (P : Matrix n n 𝕜) (L : Matrix n k 𝕜) (hP : P = L * Lᴴ)
    (hidem : P * P = P) :
    orthoDefect L = (Fintype.card k : 𝕜) - trace P := by
  rw [orthoDefect_eq_trace P L hP, hidem]
  ring
```

The defect is the number of columns in excess of the electron number. The eigenvalues of \(G\) show why: the non-zero ones agree with those of \(P\) and equal 1, so each surplus column contributes one eigenvalue 0 to \(G\), and hence one unit to the squared norm of \(G-1\).

## Two factors that fail

The smallest example of a surplus column is

\[
L=\begin{pmatrix}1&0\\0&0\end{pmatrix},\qquad
LL^T=\begin{pmatrix}1&0\\0&0\end{pmatrix},\qquad
L^TL=\begin{pmatrix}1&0\\0&0\end{pmatrix}\neq1 .
\]

The density matrix is idempotent with trace 1, but there are two columns, and the second is zero. Idempotency and the factorisation are thus not sufficient by themselves.

```lean
/-- The trace condition cannot be dropped: the factor with rows `(1, 0)` and `(0, 0)` gives an
idempotent density matrix, but its two columns are not orthonormal. -/
theorem trace_condition_needed :
    let L : Matrix (Fin 2) (Fin 2) ℝ := !![1, 0; 0, 0]
    (L * Lᵀ) * (L * Lᵀ) = L * Lᵀ ∧ Lᵀ * L ≠ 1 := by
  intro L
  constructor
  · -- the density matrix is the projector on the first basis function
    have hP : L * Lᵀ = !![1, 0; 0, 0] := by
      ext i j
      rw [Matrix.mul_apply]
      fin_cases i <;> fin_cases j <;> norm_num [L, Fin.sum_univ_succ]
    rw [hP]
    ext i j
    rw [Matrix.mul_apply]
    fin_cases i <;> fin_cases j <;> norm_num [Fin.sum_univ_succ]
  · intro h
    have h11 := congrFun (congrFun h 1) 1
    simp [L, Matrix.mul_apply, Fin.sum_univ_succ] at h11
```

The proof computes \(LL^T\) entry by entry and squares it. For the second claim it compares the entry of \(L^TL\) in row 1, column 1, counted from 0 as Lean does, where \(0\ne1\).

The second example has the correct trace:

\[
L=\begin{pmatrix}1&1\\0&0\end{pmatrix},\qquad
LL^T=\begin{pmatrix}2&0\\0&0\end{pmatrix},\qquad
L^TL=\begin{pmatrix}1&1\\1&1\end{pmatrix}\neq1 .
\]

Both columns are normalised, but they are the same orbital. In spin-orbital language, one state holds two electrons, which the Pauli principle forbids. Every counter-example with the correct trace has an occupation number above 1: if none exceeded 1, the \(k\) eigenvalues of \(G\) would be at most 1 and add up to \(k\), so all of them would equal 1 and \(G\) would be the identity. A density matrix with fractional occupations between 0 and 1 and trace \(k\) therefore has no factor with only \(k\) columns. This remark isn't proved in Lean here.

```lean
/-- Idempotency cannot be dropped: the factor with rows `(1, 1)` and `(0, 0)` gives a density
matrix of trace two, but its two columns are not orthonormal. -/
theorem idempotency_needed :
    let L : Matrix (Fin 2) (Fin 2) ℝ := !![1, 1; 0, 0]
    trace (L * Lᵀ) = 2 ∧ Lᵀ * L ≠ 1 := by
  intro L
  constructor
  · have hP : L * Lᵀ = !![2, 0; 0, 0] := by
      ext i j
      rw [Matrix.mul_apply]
      fin_cases i <;> fin_cases j <;> norm_num [L, Fin.sum_univ_succ]
    rw [hP]
    norm_num [Matrix.trace, Fin.sum_univ_succ]
  · intro h
    have h01 := congrFun (congrFun h 0) 1
    simp [L, Matrix.mul_apply, Fin.sum_univ_succ] at h01
```

The example shows that the trace condition and the factorisation alone don't give orthonormality. It violates the second trace condition \(\operatorname{tr}P^2=k\), since here \(k=2\) and \(\operatorname{tr}P^2=4\). The proof finds the contradiction in the entry of \(L^TL\) in row 0, column 1, which is 1 where the identity has 0.

## Two orbitals in three basis functions

A case that meets every hypothesis is

\[
L=\begin{pmatrix}3/5&0\\4/5&0\\0&1\end{pmatrix},\qquad
P=LL^T=\begin{pmatrix}9/25&12/25&0\\12/25&16/25&0\\0&0&1\end{pmatrix}.
\]

The upper \(2\times2\) block of \(P\) is the projector on the unit vector \((3/5,4/5)\), so \(P^2=P\), and the trace is \(9/25+16/25+1=2\).

```lean
/-- An explicit density matrix for two orbitals in three basis functions that is idempotent, has
trace two and has a lower-trapezoidal Cholesky factor with two columns. -/
theorem cholesky_orthonormal_witness :
    let P : Matrix (Fin 3) (Fin 3) ℝ := !![9/25, 12/25, 0; 12/25, 16/25, 0; 0, 0, 1]
    let L : Matrix (Fin 3) (Fin 2) ℝ := !![3/5, 0; 4/5, 0; 0, 1]
    P = L * Lᵀ ∧ P * P = P ∧ trace P = 2 := by
  intro P L
  refine ⟨?_, ?_, ?_⟩
  · ext i j
    fin_cases i <;> fin_cases j <;>
      norm_num [P, L, Matrix.mul_apply, Fin.sum_univ_succ]
  · ext i j
    fin_cases i <;> fin_cases j <;>
      norm_num [P, Matrix.mul_apply, Fin.sum_univ_succ]
  · norm_num [P, Matrix.trace, Fin.sum_univ_succ]

end CholeskyOrbitalsTrace
```

The three parts of the statement are the factorisation, idempotency and the trace, each verified by evaluating entries. Orthonormality of the two columns then follows from `cholesky_orthonormal_real`. Pivoting on the largest remaining diagonal element would produce the same two columns in the opposite order, starting with the third basis function.

```lean
#print axioms CholeskyOrbitalsTrace.cholesky_orthonormal_real
#print axioms CholeskyOrbitalsTrace.orthoDefect_of_idempotent
#print axioms CholeskyOrbitalsTrace.trace_condition_needed
#print axioms CholeskyOrbitalsTrace.idempotency_needed
```

```
'CholeskyOrbitalsTrace.cholesky_orthonormal_real' depends on axioms: [propext, Classical.choice, Quot.sound]
'CholeskyOrbitalsTrace.orthoDefect_of_idempotent' depends on axioms: [propext, Classical.choice, Quot.sound]
'CholeskyOrbitalsTrace.trace_condition_needed' depends on axioms: [propext, Classical.choice, Quot.sound]
'CholeskyOrbitalsTrace.idempotency_needed' depends on axioms: [propext, Classical.choice, Quot.sound]
```
